# Orbital overlaps and spin counts fix ⟨S²⟩ of an unrestricted determinant

The spin contamination of an unrestricted Hartree–Fock determinant with spin projection m≥0 is the excess of ⟨S²⟩ over m(m+1). To find it, we model electrons by any finite matrices c_p with the anticommutation relations and a normalised vacuum Ω (`IsFock`). An explicit occupation-number space would instead supply them for every basis size. The labels p refer to an orthonormal basis; (g) gives the change for overlapping atomic orbitals.

Here ᴴ is †, `annihilate c v` is c(v)=Σ_p v_p*c_p, `slater` creates the orbitals φ_i listed in `L`, and `expect` is ⟨X⟩=⟨Φ|X|Φ⟩.

In Lean 4 with Mathlib:

```lean
import Mathlib

open Matrix

namespace SpinContamination

noncomputable section

variable {s d N n : Type*} [Fintype s] [DecidableEq s] [Fintype d] [DecidableEq d]
  [Fintype N] [DecidableEq N] [Fintype n] [DecidableEq n]

/-- Annihilation matrices `c p` obeying the canonical anticommutation relations, with a
normalised vacuum `Ω`. -/
structure IsFock (c : s → Matrix d d ℂ) (Ω : d → ℂ) : Prop where
  anti : ∀ p q, c p * c q + c q * c p = 0
  mixed : ∀ p q, c p * (c q)ᴴ + (c q)ᴴ * c p = if p = q then 1 else 0
  vac : ∀ p, c p *ᵥ Ω = 0
  unit : star Ω ⬝ᵥ Ω = 1

/-- The operator that removes a particle from the orbital `v`; its adjoint adds one. -/
def annihilate (c : s → Matrix d d ℂ) (v : s → ℂ) : Matrix d d ℂ := ∑ p, star (v p) • c p

/-- The determinant obtained from `Ω` by creating the orbitals `φ i` listed in `L`. -/
def slater (c : s → Matrix d d ℂ) (Ω : d → ℂ) (φ : N → s → ℂ) : List N → d → ℂ
  | [] => Ω
  | i :: L => (annihilate c (φ i))ᴴ *ᵥ slater c Ω φ L

/-- The expectation value `⟨Φ|X|Φ⟩`, as a linear functional of the operator `X`. -/
def expect (Φ : d → ℂ) : Matrix d d ℂ →ₗ[ℂ] ℂ where
  toFun X := star Φ ⬝ᵥ X *ᵥ Φ
  map_add' X Y := by rw [add_mulVec, dotProduct_add]
  map_smul' a X := by simp [smul_mulVec, dotProduct_smul]

/-- `Φ` is normalised, the orthonormal orbitals `φ i` are full in it, and every orbital
orthogonal to them is empty. -/
structure Fills (c : s → Matrix d d ℂ) (φ : N → s → ℂ) (Φ : d → ℂ) : Prop where
  ortho : ∀ i j, star (φ i) ⬝ᵥ φ j = if i = j then 1 else 0
  unit : star Φ ⬝ᵥ Φ = 1
  full : ∀ i, (annihilate c (φ i))ᴴ *ᵥ Φ = 0
  empty : ∀ w, (∀ i, star w ⬝ᵥ φ i = 0) → annihilate c w *ᵥ Φ = 0

/-- The one-particle density matrix of the orbitals `φ i`. -/
def density (φ : N → s → ℂ) (p q : s) : ℂ := ∑ i, star (φ i p) * φ i q
```

**(a)** Extend the relations to arbitrary orbitals:

{c(v),c(w)†}=⟨v|w⟩, {c(v),c(w)}=0

Expanding, Σ_pq v_p*w_q{c_p,c_q†}=Σ_p v_p*w_p; the second sum vanishes termwise.

```lean
/-- The anticommutation relations for arbitrary orbitals `v` and `w`. -/
theorem orbital_car {c : s → Matrix d d ℂ} {Ω : d → ℂ} (h : IsFock c Ω) (v w : s → ℂ) :
    (∀ p, annihilate c v * c p + c p * annihilate c v = 0) ∧
    (∀ p, annihilate c v * (c p)ᴴ + (c p)ᴴ * annihilate c v = star (v p) • 1) ∧
    annihilate c v * annihilate c w + annihilate c w * annihilate c v = 0 ∧
    annihilate c v * (annihilate c w)ᴴ + (annihilate c w)ᴴ * annihilate c v
      = (star v ⬝ᵥ w) • 1 := by
  have h1 : ∀ p, annihilate c v * c p + c p * annihilate c v = 0 := fun p => by
    simp only [annihilate, Finset.sum_mul, Finset.mul_sum, smul_mul_assoc, mul_smul_comm,
      ← Finset.sum_add_distrib, ← smul_add, h.anti, smul_zero, Finset.sum_const_zero]
  have h2 : ∀ p, annihilate c v * (c p)ᴴ + (c p)ᴴ * annihilate c v = star (v p) • 1 :=
    fun p => by
      simp only [annihilate, Finset.sum_mul, Finset.mul_sum, smul_mul_assoc, mul_smul_comm,
        ← Finset.sum_add_distrib, ← smul_add, h.mixed, smul_ite, smul_zero,
        Finset.sum_ite_eq', Finset.mem_univ, if_true]
  refine ⟨h1, h2, ?_, ?_⟩
  · rw [show annihilate c w = ∑ p, star (w p) • c p from rfl]
    simp only [Finset.sum_mul, Finset.mul_sum, smul_mul_assoc, mul_smul_comm,
      ← Finset.sum_add_distrib, ← smul_add, h1, smul_zero, Finset.sum_const_zero]
  · rw [show annihilate c w = ∑ p, star (w p) • c p from rfl]
    simp only [conjTranspose_sum, conjTranspose_smul, star_star, Finset.sum_mul,
      Finset.mul_sum, smul_mul_assoc, mul_smul_comm, ← Finset.sum_add_distrib, ← smul_add,
      h2, smul_smul, dotProduct, Pi.star_apply, Finset.sum_smul]
    exact Finset.sum_congr rfl fun p _ => by rw [mul_comm]
```

**(b)** Create each orthonormal φ_i once. Show, for w orthogonal to all φ_i:

⟨Φ|Φ⟩=1, c(φ_i)†Φ=0, c(w)Φ=0

c(w) anticommutes through to Ω (`hole`). If Φ=c(φ_i)†Φ′, then ⟨Φ|Φ⟩=⟨Φ′|1−c(φ_i)†c(φ_i)|Φ′⟩=⟨Φ′|Φ′⟩; induct down to Ω. A repeated creator meets its twin and squares to zero.

```lean
omit [Fintype N] in
/-- A determinant in which each of the orthonormal orbitals `φ i` is created exactly once is
normalised, has these orbitals full and all orthogonal ones empty. -/
theorem slater_fills {c : s → Matrix d d ℂ} {Ω : d → ℂ} (h : IsFock c Ω) {φ : N → s → ℂ}
    (hφ : ∀ i j, star (φ i) ⬝ᵥ φ j = if i = j then 1 else 0) {L : List N}
    (hL : L.Nodup) (hmem : ∀ i, i ∈ L) : Fills c φ (slater c Ω φ L) := by
  have hole : ∀ (L : List N) (w : s → ℂ), (∀ i ∈ L, star w ⬝ᵥ φ i = 0) →
      annihilate c w *ᵥ slater c Ω φ L = 0 := by
    intro L w hw
    induction L with
    | nil =>
      exact Finset.sum_induction _ (fun M => M *ᵥ Ω = 0)
        (fun M M' h1 h2 => by simp only [add_mulVec, h1, h2, add_zero]) (zero_mulVec _)
        (fun p _ => by simp [smul_mulVec, h.vac])
    | cons i L ih =>
      rw [slater, mulVec_mulVec, eq_sub_of_add_eq (orbital_car h w (φ i)).2.2.2,
        hw i (by simp), zero_smul, zero_sub, neg_mulVec, ← mulVec_mulVec,
        ih fun j hj => hw j (by simp [hj]), mulVec_zero, neg_zero]
  refine ⟨hφ, ?_, fun i => ?_, fun w hw => hole L w fun i _ => hw i⟩
  · clear hmem
    induction L with
    | nil => exact h.unit
    | cons i L ih =>
      obtain ⟨hi, hL'⟩ := List.nodup_cons.mp hL
      have h0 := hole L (φ i) fun j hj => by
        rw [hφ, if_neg]
        rintro rfl
        exact hi hj
      rw [slater, star_mulVec, conjTranspose_conjTranspose, ← dotProduct_mulVec,
        mulVec_mulVec, eq_sub_of_add_eq (orbital_car h (φ i) (φ i)).2.2.2, hφ, if_pos rfl,
        one_smul, sub_mulVec, one_mulVec, ← mulVec_mulVec, h0, mulVec_zero, sub_zero, ih hL']
  · -- Pauli principle: creators anticommute, so a repeated one gives zero
    have cre : ∀ v w, (annihilate c v)ᴴ * (annihilate c w)ᴴ
        + (annihilate c w)ᴴ * (annihilate c v)ᴴ = 0 := fun v w => by
      rw [← conjTranspose_mul, ← conjTranspose_mul, ← conjTranspose_add,
        (orbital_car h w v).2.2.1, conjTranspose_zero]
    have hi := hmem i
    clear hmem hL
    induction L with
    | nil => simp at hi
    | cons j L ih =>
      rw [slater, mulVec_mulVec]
      rcases List.mem_cons.mp hi with rfl | hi
      · have h2 : (2 : ℂ) • ((annihilate c (φ i))ᴴ * (annihilate c (φ i))ᴴ) = 0 := by
          rw [two_smul]
          exact cre _ _
        rw [(smul_eq_zero.mp h2).resolve_left two_ne_zero, zero_mulVec]
      · rw [eq_neg_of_add_eq_zero_left (cre _ _), neg_mulVec, ← mulVec_mulVec, ih hi,
          mulVec_zero, neg_zero]
```

**(c)** Reduce c_q to occupied orbitals:

⟨Xc_q⟩=Σ_i φ_i(q)⟨Xc(φ_i)⟩

Write e_q=w+Σ_i φ_i(q)*φ_i, with w orthogonal to all φ_i. Then c_q=c(w)+Σ_i φ_i(q)c(φ_i), and c(w)Φ=0.

```lean
/-- Acting on a determinant, `c q` removes particles from the occupied orbitals only. -/
theorem expect_mul_annihilator {c : s → Matrix d d ℂ} {φ : N → s → ℂ} {Φ : d → ℂ}
    (F : Fills c φ Φ) (X : Matrix d d ℂ) (q : s) :
    expect Φ (X * c q) = ∑ i, φ i q * expect Φ (X * annihilate c (φ i)) := by
  -- `w` is the part of the basis orbital `q` orthogonal to the occupied space
  obtain ⟨w, hw⟩ : ∃ w : s → ℂ, ∀ p, w p =
    (if p = q then 1 else 0) - ∑ i, star (φ i q) * φ i p := ⟨_, fun _ => rfl⟩
  have ho : ∀ j, star w ⬝ᵥ φ j = 0 := fun j => by
    have e : ∑ i, φ i q * (star (φ i) ⬝ᵥ φ j) = φ j q := by simp [F.ortho]
    simp only [dotProduct, Pi.star_apply] at e ⊢
    simp only [hw, star_sub, star_sum, star_mul', star_star, apply_ite (star : ℂ → ℂ),
      star_one, star_zero, sub_mul, ite_mul, one_mul, zero_mul, Finset.sum_sub_distrib,
      Finset.sum_ite_eq', Finset.mem_univ, if_true, Finset.sum_mul]
    rw [Finset.sum_comm, sub_eq_zero, ← e]
    simp only [Finset.mul_sum, mul_assoc]
  have ha : annihilate c w = c q - ∑ i, φ i q • annihilate c (φ i) := by
    simp only [annihilate, hw, star_sub, star_sum, star_mul', star_star,
      apply_ite (star : ℂ → ℂ), star_one, star_zero, sub_smul, ite_smul, one_smul, zero_smul,
      Finset.sum_sub_distrib, Finset.sum_ite_eq', Finset.mem_univ, if_true, Finset.sum_smul,
      Finset.smul_sum, smul_smul]
    rw [Finset.sum_comm]
  have h0 := F.empty w ho
  rw [ha, sub_mulVec, sub_eq_zero] at h0
  calc expect Φ (X * c q) = expect Φ (X * ∑ i, φ i q • annihilate c (φ i)) := by
        change star Φ ⬝ᵥ (X * c q) *ᵥ Φ = star Φ ⬝ᵥ (X * _) *ᵥ Φ
        rw [← mulVec_mulVec, ← mulVec_mulVec, h0]
    _ = _ := by simp only [Finset.mul_sum, mul_smul_comm, map_sum, map_smul, smul_eq_mul]
```

**(d)** With γ_pq=Σ_i φ_i(p)*φ_i(q) (`density`), derive:

⟨c_p†c_q⟩=γ_pq
⟨c_p†c_q†c_rc_t⟩=γ_ptγ_qr−γ_qtγ_pr

Apply (c) to the last annihilator, then move c(φ_i) left, where ⟨Φ|c(φ_i)=0. Passing c_p† leaves φ_i(p)*; in the second case

c_p†c_q†c_rc(φ_i)=φ_i(p)*c_q†c_r−φ_i(q)*c_p†c_r−c(φ_i)c_p†c_q†c_r

Multiply by φ_i(t) and sum.

```lean
/-- Wick's theorem for one-body and two-body matrix elements in a determinant. -/
theorem wick {c : s → Matrix d d ℂ} {Ω Φ : d → ℂ} {φ : N → s → ℂ} (h : IsFock c Ω)
    (F : Fills c φ Φ) :
    (∀ p q, expect Φ ((c p)ᴴ * c q) = density φ p q) ∧
    ∀ p q r t, expect Φ ((c p)ᴴ * (c q)ᴴ * c r * c t)
      = density φ p t * density φ q r - density φ q t * density φ p r := by
  have left : ∀ i Y, expect Φ (annihilate c (φ i) * Y) = 0 := fun i Y => by
    have h0 : star Φ ᵥ* annihilate c (φ i) = 0 := by
      simpa [star_mulVec] using congrArg star (F.full i)
    change star Φ ⬝ᵥ (annihilate c (φ i) * Y) *ᵥ Φ = 0
    rw [← mulVec_mulVec, dotProduct_mulVec, h0, zero_dotProduct]
  have one : expect Φ 1 = 1 := by
    change star Φ ⬝ᵥ (1 : Matrix d d ℂ) *ᵥ Φ = 1
    rw [one_mulVec, F.unit]
  have w1 : ∀ p q, expect Φ ((c p)ᴴ * c q) = density φ p q := fun p q => by
    rw [expect_mul_annihilator F]
    refine Finset.sum_congr rfl fun i _ => ?_
    rw [eq_sub_of_add_eq' ((orbital_car h (φ i) (φ i)).2.1 p), map_sub, left, map_smul, one,
      smul_eq_mul]
    ring
  refine ⟨w1, fun p q r t => ?_⟩
  have term : ∀ i, φ i t * expect Φ ((c p)ᴴ * (c q)ᴴ * c r * annihilate c (φ i))
      = star (φ i p) * φ i t * density φ q r - star (φ i q) * φ i t * density φ p r := by
    intro i
    obtain ⟨hR, hP, -⟩ := orbital_car h (φ i) (φ i)
    -- move the occupied annihilator to the far left
    have e : (c p)ᴴ * (c q)ᴴ * c r * annihilate c (φ i)
        = star (φ i p) • ((c q)ᴴ * c r) - star (φ i q) • ((c p)ᴴ * c r)
          - annihilate c (φ i) * ((c p)ᴴ * (c q)ᴴ * c r) := by
      generalize annihilate c (φ i) = U at *
      calc _ = (U * (c p)ᴴ + (c p)ᴴ * U) * ((c q)ᴴ * c r)
            - (c p)ᴴ * (U * (c q)ᴴ + (c q)ᴴ * U) * c r
            + (c p)ᴴ * (c q)ᴴ * (U * c r + c r * U) - U * ((c p)ᴴ * (c q)ᴴ * c r) := by
              noncomm_ring
        _ = _ := by
              rw [hP, hP, hR]
              simp only [smul_mul_assoc, one_mul, mul_smul_comm, mul_one, mul_zero, add_zero]
    rw [e, map_sub, map_sub, left, map_smul, map_smul, w1, w1, smul_eq_mul, smul_eq_mul]
    ring
  rw [expect_mul_annihilator F, Finset.sum_congr rfl fun i _ => term i,
    Finset.sum_sub_distrib, ← Finset.sum_mul, ← Finset.sum_mul]
  rfl
```

**(e)** If z_pφ_i(p)=ζ_iφ_i(p), show:

⟨XΣ_p z_pc_p†c_p⟩=(Σ_i ζ_i)⟨X⟩

By (c), the left side is Σ_i ζ_i⟨Xc(φ_i)†c(φ_i)⟩, and c(φ_i)†c(φ_i)Φ=Φ.

```lean
/-- If each occupied orbital is an eigenfunction, with eigenvalue `ζ i`, of a diagonal one-body
operator with entries `z p`, that operator acts on the determinant as the number `∑ ζ i`. -/
theorem expect_mul_diagonal {c : s → Matrix d d ℂ} {Ω Φ : d → ℂ} {φ : N → s → ℂ}
    (h : IsFock c Ω) (F : Fills c φ Φ) (z : s → ℂ) (ζ : N → ℂ)
    (hz : ∀ i p, z p * φ i p = ζ i * φ i p) (X : Matrix d d ℂ) :
    expect Φ (X * ∑ p, z p • ((c p)ᴴ * c p)) = (∑ i, ζ i) * expect Φ X := by
  have key : ∀ i, expect Φ (X * ((annihilate c (φ i))ᴴ * annihilate c (φ i)))
      = expect Φ X := fun i => by
    have h0 : expect Φ (X * (annihilate c (φ i) * (annihilate c (φ i))ᴴ)) = 0 := by
      change star Φ ⬝ᵥ (X * (annihilate c (φ i) * (annihilate c (φ i))ᴴ)) *ᵥ Φ = 0
      rw [← mulVec_mulVec, ← mulVec_mulVec, F.full, mulVec_zero, mulVec_zero,
        dotProduct_zero]
    rw [eq_sub_of_add_eq' (orbital_car h (φ i) (φ i)).2.2.2, F.ortho, if_pos rfl, one_smul,
      mul_sub, mul_one, map_sub, h0, sub_zero]
  have cr : ∀ i, ∑ p, (z p * φ i p) • (c p)ᴴ = ζ i • (annihilate c (φ i))ᴴ := fun i => by
    simp only [hz, annihilate, conjTranspose_sum, conjTranspose_smul, star_star,
      Finset.smul_sum, smul_smul]
  calc _ = ∑ p, z p * expect Φ (X * (c p)ᴴ * c p) := by
        simp only [Finset.mul_sum, mul_smul_comm, map_sum, map_smul, smul_eq_mul, mul_assoc]
    _ = ∑ p, ∑ i, expect Φ (X * (((z p * φ i p) • (c p)ᴴ) * annihilate c (φ i))) := by
        refine Finset.sum_congr rfl fun p _ => ?_
        rw [expect_mul_annihilator F, Finset.mul_sum]
        refine Finset.sum_congr rfl fun i _ => ?_
        rw [smul_mul_assoc, mul_smul_comm, map_smul, smul_eq_mul, mul_assoc X,
          mul_assoc (z p)]
    _ = ∑ i, ζ i * expect Φ X := by
        rw [Finset.sum_comm]
        refine Finset.sum_congr rfl fun i _ => ?_
        have e : ∑ p, expect Φ (X * (((z p * φ i p) • (c p)ᴴ) * annihilate c (φ i)))
            = expect Φ (X * ((∑ p, (z p * φ i p) • (c p)ᴴ) * annihilate c (φ i))) := by
          simp only [Finset.sum_mul, Finset.mul_sum, map_sum]
        rw [e, cr, smul_mul_assoc, mul_smul_comm, map_smul, key, smul_eq_mul]
    _ = _ := by rw [Finset.sum_mul]
```

Now `inl` labels a_p (up), `inr` b_p (down); ħ=1.

```lean
/-- Spin-orbitals: the columns of `A` with spin up (`inl`), those of `B` with spin down
(`inr`). -/
def spinOrbital {k l : ℕ} (A : Matrix n (Fin k) ℂ) (B : Matrix n (Fin l) ℂ) :
    Fin k ⊕ Fin l → n ⊕ n → ℂ
  | .inl i => Sum.elim (fun p => A p i) 0
  | .inr j => Sum.elim 0 (fun p => B p j)

/-- The raising operator `S₊ = ∑ a_p† b_p`. -/
def spinPlus (c : n ⊕ n → Matrix d d ℂ) : Matrix d d ℂ := ∑ p, (c (.inl p))ᴴ * c (.inr p)

/-- The spin projection `S_z = ½ ∑ (a_p† a_p - b_p† b_p)`. -/
def spinZ (c : n ⊕ n → Matrix d d ℂ) : Matrix d d ℂ :=
  (1 / 2 : ℂ) • ∑ p, ((c (.inl p))ᴴ * c (.inl p) - (c (.inr p))ᴴ * c (.inr p))

/-- The total spin operator `S² = S₊† S₊ + S_z² + S_z`. -/
def spinSq (c : n ⊕ n → Matrix d d ℂ) : Matrix d d ℂ :=
  (spinPlus c)ᴴ * spinPlus c + spinZ c * spinZ c + spinZ c
```

**(f)** Show:

Tr(MM†)=Σ_ij|M_ij|²

Each diagonal entry is Σ_j M_ijM_ij*.

```lean
/-- The sum of the squared moduli of the entries of `M` is the trace of `M Mᴴ`. -/
theorem trace_mul_adjoint {k l : ℕ} (M : Matrix (Fin k) (Fin l) ℂ) :
    trace (M * Mᴴ) = ((∑ i, ∑ j, ‖M i j‖ ^ 2 : ℝ) : ℂ) := by
  rw [Matrix.trace]
  push_cast
  refine Finset.sum_congr rfl fun i _ => ?_
  rw [Matrix.diag_apply, Matrix.mul_apply]
  exact Finset.sum_congr rfl fun j _ => Complex.mul_conj' _
```

**(g)** For k up and l down orbitals, the orthonormal columns of A and B, show with m=(k−l)/2:

⟨S²⟩=m(m+1)+l−Σ_ij|(A†B)_ij|²

By (e), ⟨S_z²+S_z⟩=m²+m. Since a_pa_q†=δ_pq−a_q†a_p,

⟨S₊†S₊⟩=Σ_p⟨b_p†b_p⟩−Σ_pq⟨b_p†a_q†a_pb_q⟩

Mixed-spin γ vanishes, so (d) gives Tr(BB†)−Tr(AA†BB†)=l−Tr(A†B(A†B)†); use (f).

For k=l=1, ⟨S²⟩=1−|A†B|²: zero for equal orbitals, one for orthogonal ones. If A and B instead hold coefficients in atomic orbitals with overlap matrix O, orthonormality reads A†OA=1 and B†OB=1, and A†OB replaces A†B in the result.

```lean
/-- For a determinant with orthonormal up orbitals `A` and down orbitals `B`, the value of
`⟨S²⟩` is `m(m+1) + l - ∑ |(AᴴB)_ij|²` with `m = (k-l)/2`. -/
theorem expect_spinSq {k l : ℕ} {c : n ⊕ n → Matrix d d ℂ} {Ω : d → ℂ} (h : IsFock c Ω)
    {A : Matrix n (Fin k) ℂ} {B : Matrix n (Fin l) ℂ} (hA : Aᴴ * A = 1) (hB : Bᴴ * B = 1)
    {L : List (Fin k ⊕ Fin l)} (hL : L.Nodup) (hmem : ∀ i, i ∈ L) :
    expect (slater c Ω (spinOrbital A B) L) (spinSq c)
      = ((k : ℂ) - l) / 2 * (((k : ℂ) - l) / 2 + 1) + l
        - ((∑ i, ∑ j, ‖(Aᴴ * B) i j‖ ^ 2 : ℝ) : ℂ) := by
  have hφ : ∀ i j, star (spinOrbital A B i) ⬝ᵥ spinOrbital A B j
      = if i = j then 1 else 0 := by
    rintro (i | i) (j | j)
    · simpa [spinOrbital, dotProduct, Matrix.mul_apply, Matrix.one_apply] using
        congrFun (congrFun hA i) j
    · simp [spinOrbital, dotProduct]
    · simp [spinOrbital, dotProduct]
    · simpa [spinOrbital, dotProduct, Matrix.mul_apply, Matrix.one_apply] using
        congrFun (congrFun hB i) j
  have F := slater_fills h hφ hL hmem
  generalize slater c Ω (spinOrbital A B) L = Φ at F ⊢
  obtain ⟨w1, w2⟩ := wick h F
  -- the determinant is an eigenstate of `S_z`
  have hz : ∀ X, expect Φ (X * spinZ c) = ((k : ℂ) - l) / 2 * expect Φ X := fun X => by
    have e : spinZ c = ∑ p, (Sum.elim (fun _ => 1 / 2) (fun _ => -(1 / 2)) p : ℂ)
        • ((c p)ᴴ * c p) := by
      simp only [spinZ, Fintype.sum_sum_type, Sum.elim_inl, Sum.elim_inr,
        Finset.sum_sub_distrib, ← Finset.smul_sum]
      module
    rw [e, expect_mul_diagonal h F _ (Sum.elim (fun _ => 1 / 2) (fun _ => -(1 / 2)))
      (by rintro (i | i) (p | p) <;> simp [spinOrbital])]
    congr 1
    simp only [Fintype.sum_sum_type, Sum.elim_inl, Sum.elim_inr, Finset.sum_const,
      Finset.card_univ, Fintype.card_fin, nsmul_eq_mul]
    ring
  have one : expect Φ 1 = 1 := by
    change star Φ ⬝ᵥ (1 : Matrix d d ℂ) *ᵥ Φ = 1
    rw [one_mulVec, F.unit]
  have hz1 : expect Φ (spinZ c) = ((k : ℂ) - l) / 2 := by
    have := hz 1
    rwa [one_mul, one, mul_one] at this
  -- spin blocks of the density matrix
  have gB : ∀ p q, density (spinOrbital A B) (.inr p) (.inr q) = (B * Bᴴ) q p :=
    fun p q => by simp [density, spinOrbital, Matrix.mul_apply, mul_comm]
  have gA : ∀ p q, density (spinOrbital A B) (.inl q) (.inl p) = (A * Aᴴ) p q :=
    fun p q => by simp [density, spinOrbital, Matrix.mul_apply, mul_comm]
  have g0 : ∀ p q, density (spinOrbital A B) (.inr p) (.inl q) = 0 :=
    fun p q => by simp [density, spinOrbital]
  have term : ∀ p q, expect Φ ((c (.inr p))ᴴ * c (.inl p) * ((c (.inl q))ᴴ * c (.inr q)))
      = (if p = q then (B * Bᴴ) q p else 0) - (A * Aᴴ) p q * (B * Bᴴ) q p := by
    intro p q
    have e : (c (.inr p))ᴴ * c (.inl p) * ((c (.inl q))ᴴ * c (.inr q))
        = (c (.inr p))ᴴ * (c (.inl p) * (c (.inl q))ᴴ + (c (.inl q))ᴴ * c (.inl p))
          * c (.inr q) - (c (.inr p))ᴴ * (c (.inl q))ᴴ * c (.inl p) * c (.inr q) := by
      noncomm_ring
    rw [e, h.mixed, map_sub, w2, gB, gA, g0, mul_zero, sub_zero, mul_comm ((B * Bᴴ) q p)]
    congr 1
    by_cases hpq : p = q
    · subst hpq
      rw [if_pos rfl, if_pos rfl, mul_one, w1, gB]
    · rw [if_neg (by simpa using hpq), if_neg hpq, mul_zero, zero_mul, map_zero]
  have ladder : expect Φ ((spinPlus c)ᴴ * spinPlus c)
      = trace (B * Bᴴ) - trace (A * Aᴴ * (B * Bᴴ)) := by
    simp only [spinPlus, conjTranspose_sum, conjTranspose_mul, conjTranspose_conjTranspose,
      Finset.sum_mul_sum, map_sum, term, Finset.sum_sub_distrib, Finset.sum_ite_eq,
      Finset.mem_univ, if_true]
    rfl
  have t1 : trace (B * Bᴴ) = l := by
    rw [Matrix.trace_mul_comm, hB, Matrix.trace_one, Fintype.card_fin]
  have t2 : trace (A * Aᴴ * (B * Bᴴ)) = trace (Aᴴ * B * (Aᴴ * B)ᴴ) := by
    rw [Matrix.mul_assoc, Matrix.trace_mul_comm, conjTranspose_mul,
      conjTranspose_conjTranspose]
    simp only [Matrix.mul_assoc]
  rw [spinSq, map_add, map_add, ladder, hz, hz1, t1, t2, trace_mul_adjoint]
  ring
```

**(h)** For B=AC, show:

⟨S²⟩=m(m+1)

Here C†C=B†B=1 and A†B=C, so the overlap sum is Tr(CC†)=Tr(C†C)=l.

```lean
/-- If the orthonormal down orbitals are combinations `A * C` of the orthonormal up orbitals
`A`, then `⟨S²⟩ = m(m+1)` with `m = (k-l)/2`. -/
theorem expect_spinSq_restricted {k l : ℕ} {c : n ⊕ n → Matrix d d ℂ} {Ω : d → ℂ}
    (h : IsFock c Ω) {A : Matrix n (Fin k) ℂ} {C : Matrix (Fin k) (Fin l) ℂ}
    (hA : Aᴴ * A = 1) (hB : (A * C)ᴴ * (A * C) = 1)
    {L : List (Fin k ⊕ Fin l)} (hL : L.Nodup) (hmem : ∀ i, i ∈ L) :
    expect (slater c Ω (spinOrbital A (A * C)) L) (spinSq c)
      = ((k : ℂ) - l) / 2 * (((k : ℂ) - l) / 2 + 1) := by
  have hC : Cᴴ * C = 1 := by
    rw [conjTranspose_mul, Matrix.mul_assoc, ← Matrix.mul_assoc Aᴴ, hA, Matrix.one_mul] at hB
    exact hB
  rw [expect_spinSq h hA hB hL hmem, ← Matrix.mul_assoc, hA, Matrix.one_mul,
    ← trace_mul_adjoint, Matrix.trace_mul_comm, hC, Matrix.trace_one, Fintype.card_fin]
  ring
```

**(i)** Verify `IsFock` for one spatial orbital, including:

{c_p,c_q†}=δ_pq

In the basis Ω, b†Ω, a†Ω, a†b†Ω, the only sign is ba†b†Ω=−a†Ω. Form the matrix products and compare entries.

```lean
set_option maxHeartbeats 400000 in
/-- Explicit 4×4 matrices for one spatial orbital with two spin states satisfy the
anticommutation relations, with the first basis vector as vacuum. -/
theorem isFock_witness : IsFock
    (Sum.elim (fun _ : Fin 1 => !![0, 0, 1, 0; 0, 0, 0, 1; 0, 0, 0, 0; 0, 0, 0, 0])
      (fun _ : Fin 1 => !![0, 1, 0, 0; 0, 0, 0, 0; 0, 0, 0, -1; 0, 0, 0, 0]))
    (![1, 0, 0, 0] : Fin 4 → ℂ) where
  anti := by
    rintro (p | p) (q | q) <;> ext i j <;> fin_cases i <;> fin_cases j <;>
      simp
  mixed := by
    -- the two creation matrices, written out once
    have ha : (!![0, 0, 1, 0; 0, 0, 0, 1; 0, 0, 0, 0; 0, 0, 0, 0] :
        Matrix (Fin 4) (Fin 4) ℂ)ᴴ
        = !![0, 0, 0, 0; 0, 0, 0, 0; 1, 0, 0, 0; 0, 1, 0, 0] := by
      ext i j
      fin_cases i <;> fin_cases j <;> simp [Matrix.conjTranspose_apply]
    have hb : (!![0, 1, 0, 0; 0, 0, 0, 0; 0, 0, 0, -1; 0, 0, 0, 0] :
        Matrix (Fin 4) (Fin 4) ℂ)ᴴ
        = !![0, 0, 0, 0; 1, 0, 0, 0; 0, 0, 0, 0; 0, 0, -1, 0] := by
      ext i j
      fin_cases i <;> fin_cases j <;> simp [Matrix.conjTranspose_apply]
    rintro (p | p) (q | q) <;>
      simp only [Sum.elim_inl, Sum.elim_inr, ha, hb, Sum.inl.injEq, Sum.inr.injEq,
        eq_iff_true_of_subsingleton, reduceCtorEq, if_true, if_false] <;>
      ext i j <;> fin_cases i <;> fin_cases j <;>
      simp
  vac := by
    rintro (p | p) <;> ext i <;> fin_cases i <;>
      simp [Matrix.mulVec, dotProduct, Fin.sum_univ_succ]
  unit := by simp [dotProduct, Fin.sum_univ_succ]

end

end SpinContamination
```
```lean
#print axioms SpinContamination.expect_spinSq
#print axioms SpinContamination.expect_spinSq_restricted
```

```
'SpinContamination.expect_spinSq' depends on axioms: [propext, Classical.choice, Quot.sound]
'SpinContamination.expect_spinSq_restricted' depends on axioms: [propext, Classical.choice, Quot.sound]
```
